# The stiffness matrix of an alternating spring chain is positive semidefinite at every phase exactly when K₁ ≥ 0 and K₂ ≥ 0

Suppose a fit gives a chain with alternating spring constants K₁ = 3 and K₂ = −1 in some unit. For displacements that repeat identically from cell to cell, the stiffness matrix has eigenvalues 0 and 4, and nothing looks wrong. When the displacement changes sign from each cell to the next, the eigenvalues are −2 and 6. With equal masses m, the first means ω² = −2/m, a displacement that grows exponentially instead of oscillating. The stiff spring hides the negative one at the zone centre and fails to hide it elsewhere.

The matrix in question, for real K₁, K₂ and a real phase x per cell, is

D(x) = [ K₁ + K₂, −(K₁ + K₂ e^(−ix)) ; −(K₁ + K₂ e^(ix)), K₁ + K₂ ].

It is positive semidefinite when it is Hermitian and u†D(x)u ≥ 0 for every complex vector u. The code opens `ComplexOrder`, in which 0 ≤ z for a complex number z says that z is real and nonnegative.

In Lean 4 with Mathlib:

```lean
import Mathlib

open Matrix
open scoped ComplexConjugate ComplexOrder

namespace AlternatingSpringChain

noncomputable section
```

## Hooke's law on a Bloch wave

Cell n holds two atoms, A and B, with displacements aₙ and bₙ along one coordinate. K₁ joins A and B within the cell, and K₂ joins B of cell n − 1 to A of cell n. The chain is infinite, so displacements are functions `ℤ → ℂ`; complex values are the usual device for waves. The force on A is

F_A(n) = K₁(bₙ − aₙ) + K₂(bₙ₋₁ − aₙ).

```lean
/-- Hooke force on atom A of cell `n`, tied to B of the same cell by `K₁` and to B of the
previous cell by `K₂`. -/
def forceA (K₁ K₂ : ℝ) (a b : ℤ → ℂ) (n : ℤ) : ℂ :=
  K₁ * (b n - a n) + K₂ * (b (n - 1) - a n)
```

Atom B has its K₂ neighbour in the following cell:

F_B(n) = K₁(aₙ − bₙ) + K₂(aₙ₊₁ − bₙ).

```lean
/-- Hooke force on atom B of cell `n`, tied to A of the same cell by `K₁` and to A of the
next cell by `K₂`. -/
def forceB (K₁ K₂ : ℝ) (a b : ℤ → ℂ) (n : ℤ) : ℂ :=
  K₁ * (a n - b n) + K₂ * (a (n + 1) - b n)
```

A Bloch wave has one amplitude per sublattice, u₀ for A and u₁ for B:

aₙ = u₀ e^(inx),  bₙ = u₁ e^(inx).

Both atoms of a cell carry the same phase factor. Phases taken from the atomic positions would change the off-diagonal entries by a unitary transformation, which leaves positivity alone.

```lean
/-- Bloch wave of amplitude `c` whose phase advances by `x` from cell to cell. -/
def blochWave (x : ℝ) (c : ℂ) (n : ℤ) : ℂ :=
  c * Complex.exp (n * (x * Complex.I))
```

The matrix D(x) is written out entry by entry. It contains no masses: it describes forces, not yet frequencies.

```lean
/-- Stiffness matrix of the alternating chain at Bloch phase `x`. -/
def stiffness (K₁ K₂ x : ℝ) : Matrix (Fin 2) (Fin 2) ℂ :=
  !![(K₁ : ℂ) + K₂, -(K₁ + K₂ * Complex.exp (-(x * Complex.I)));
     -(K₁ + K₂ * Complex.exp (x * Complex.I)), (K₁ : ℂ) + K₂]
```

Each spring contributes its constant times its squared stretch. On the Bloch wave the squared modulus of each stretch is the same in every cell, and the sum for one cell is

E(u) = K₁|u₀ − u₁|² + K₂|u₀ − e^(−ix)u₁|²,

without the factor 1/2 of the elastic energy.

```lean
/-- Sum over the two springs of a cell of spring constant times squared stretch, for
sublattice amplitudes `u`. -/
def strainEnergy (K₁ K₂ x : ℝ) (u : Fin 2 → ℂ) : ℝ :=
  K₁ * ‖u 0 - u 1‖ ^ 2 + K₂ * ‖u 0 - Complex.exp (-(x * Complex.I)) * u 1‖ ^ 2
```

Putting the wave into Hooke's law, with bₙ₋₁ = e^(−ix)bₙ and aₙ₊₁ = e^(ix)aₙ, gives

F_A(n) = −[(K₁ + K₂)u₀ − (K₁ + K₂ e^(−ix))u₁] e^(inx)
F_B(n) = −[−(K₁ + K₂ e^(ix))u₀ + (K₁ + K₂)u₁] e^(inx).

The brackets are the two components of D(x)u, so the matrix is tied to the forces and not merely postulated. In the proof, `hm` and `hp` are the two phase shifts, `h0` and `h1` are the matrix-vector products, and `ring` compares coefficients.

```lean
/-- On a Bloch wave, the Hooke forces on both sublattices are minus the stiffness matrix
applied to the amplitudes, times the phase factor of the cell. -/
theorem force_blochWave (K₁ K₂ x : ℝ) (u : Fin 2 → ℂ) (n : ℤ) :
    forceA K₁ K₂ (blochWave x (u 0)) (blochWave x (u 1)) n
        = blochWave x (-(stiffness K₁ K₂ x *ᵥ u) 0) n ∧
      forceB K₁ K₂ (blochWave x (u 0)) (blochWave x (u 1)) n
        = blochWave x (-(stiffness K₁ K₂ x *ᵥ u) 1) n := by
  -- moving by one cell multiplies the wave by a phase
  have hm : Complex.exp (((n - 1 : ℤ) : ℂ) * (x * Complex.I))
      = Complex.exp (-(x * Complex.I)) * Complex.exp (n * (x * Complex.I)) := by
    rw [← Complex.exp_add]
    congr 1
    push_cast
    ring
  have hp : Complex.exp (((n + 1 : ℤ) : ℂ) * (x * Complex.I))
      = Complex.exp (x * Complex.I) * Complex.exp (n * (x * Complex.I)) := by
    rw [← Complex.exp_add]
    congr 1
    push_cast
    ring
  have h0 : (stiffness K₁ K₂ x *ᵥ u) 0 = ((K₁ : ℂ) + K₂) * u 0
      + -(K₁ + K₂ * Complex.exp (-(x * Complex.I))) * u 1 := by
    simp [stiffness, Matrix.mulVec, dotProduct, Fin.sum_univ_two]
  have h1 : (stiffness K₁ K₂ x *ᵥ u) 1 = -(K₁ + K₂ * Complex.exp (x * Complex.I)) * u 0
      + ((K₁ : ℂ) + K₂) * u 1 := by
    simp [stiffness, Matrix.mulVec, dotProduct, Fin.sum_univ_two]
  constructor
  · rw [h0]
    simp only [forceA, blochWave, hm]
    ring
  · rw [h1]
    simp only [forceB, blochWave, hp]
    ring
```

## One squared stretch per spring

Since x is real, conjugation reverses the phase:

(e^(−ix))* = e^(ix).

```lean
/-- Complex conjugation reverses the Bloch phase. -/
theorem conj_phase (x : ℝ) :
    conj (Complex.exp (-(x * Complex.I))) = Complex.exp (x * Complex.I) := by
  rw [← Complex.exp_conj]
  simp
```

The two off-diagonal entries are therefore conjugates of each other, and the diagonal is real, so D(x)† = D(x). The proof checks the four entries in turn.

```lean
/-- The stiffness matrix is Hermitian for all real spring constants and phases. -/
theorem stiffness_isHermitian (K₁ K₂ x : ℝ) : (stiffness K₁ K₂ x).IsHermitian := by
  have h' : conj (Complex.exp (x * Complex.I)) = Complex.exp (-(x * Complex.I)) := by
    rw [← conj_phase, Complex.conj_conj]
  ext i j
  fin_cases i <;> fin_cases j <;> simp [stiffness, conj_phase, h']
```

Expanding the quadratic form and collecting each constant gives

u†D(x)u = K₁(|u₀|² + |u₁|² − u₀*u₁ − u₁*u₀)
 + K₂(|u₀|² + |u₁|² − e^(−ix)u₀*u₁ − e^(ix)u₁*u₀)
 = K₁|u₀ − u₁|² + K₂|u₀ − e^(−ix)u₁|².

The last line uses e^(ix)e^(−ix) = 1, which is `he` in the proof. The final `linear_combination` inserts it with the coefficient needed for the |u₁|² term of the K₂ spring.

```lean
/-- The quadratic form of the stiffness matrix is the sum of the two spring terms. -/
theorem quadraticForm_eq_strainEnergy (K₁ K₂ x : ℝ) (u : Fin 2 → ℂ) :
    star u ⬝ᵥ (stiffness K₁ K₂ x *ᵥ u) = (strainEnergy K₁ K₂ x u : ℂ) := by
  have h : star u ⬝ᵥ (stiffness K₁ K₂ x *ᵥ u)
      = conj (u 0) * (((K₁ : ℂ) + K₂) * u 0
          + -(K₁ + K₂ * Complex.exp (-(x * Complex.I))) * u 1)
        + conj (u 1) * (-(K₁ + K₂ * Complex.exp (x * Complex.I)) * u 0
          + ((K₁ : ℂ) + K₂) * u 1) := by
    simp [stiffness, Matrix.mulVec, dotProduct, Fin.sum_univ_two]
  have he : Complex.exp (x * Complex.I) * Complex.exp (-(x * Complex.I)) = 1 := by
    rw [← Complex.exp_add, add_neg_cancel, Complex.exp_zero]
  rw [h, strainEnergy]
  push_cast
  rw [← Complex.conj_mul', ← Complex.conj_mul']
  simp only [map_sub, map_mul, conj_phase]
  linear_combination (-(K₂ : ℂ) * conj (u 1) * u 1) * he
```

If neither constant is negative, neither is the form. The converse is proved here by isolating each constant, and the squared stretch that appears is

|1 − e^(−ix)|² = (1 − cos x)² + sin²x = 2(1 − cos x).

The proof computes the real and imaginary parts and uses sin²x + cos²x = 1.

```lean
/-- The squared distance between 1 and the Bloch phase factor is `2 (1 - cos x)`. -/
theorem sq_norm_one_sub_phase (x : ℝ) :
    ‖1 - Complex.exp (-(x * Complex.I))‖ ^ 2 = 2 * (1 - Real.cos x) := by
  have hr : (Complex.exp (-(x * Complex.I))).re = Real.cos x := by
    simp [Complex.exp_re]
  have hi : (Complex.exp (-(x * Complex.I))).im = -Real.sin x := by
    simp [Complex.exp_im]
  rw [← Complex.normSq_eq_norm_sq, Complex.normSq_apply]
  simp only [Complex.sub_re, Complex.sub_im, Complex.one_re, Complex.one_im, hr, hi]
  linear_combination Real.sin_sq_add_cos_sq x
```

Two displacements each leave one kind of spring relaxed:

u = (e^(−ix), 1): the K₂ stretch vanishes and E = 2K₁(1 − cos x)
u = (1, 1): the K₁ stretch vanishes and E = 2K₂(1 − cos x).

Both vectors have squared norm 2, so the normalised values are K₁(1 − cos x) and K₂(1 − cos x). For the constants of the opening example, the second equals −2 at x = π, the negative eigenvalue found there.

```lean
/-- The strain energy is `2 K₁ (1 - cos x)` for the amplitudes `(e^(-ix), 1)` and `2 K₂ (1 - cos x)`
for the amplitudes `(1, 1)`. -/
theorem strainEnergy_test (K₁ K₂ x : ℝ) :
    strainEnergy K₁ K₂ x ![Complex.exp (-(x * Complex.I)), 1]
        = K₁ * (2 * (1 - Real.cos x)) ∧
      strainEnergy K₁ K₂ x ![1, 1] = K₂ * (2 * (1 - Real.cos x)) := by
  rw [← sq_norm_one_sub_phase]
  constructor
  · rw [norm_sub_rev]
    simp [strainEnergy]
  · simp [strainEnergy]
```

## One phase away from the zone centre decides

Fix x with cos x ≠ 1, so that 1 − cos x > 0. If D(x) is positive semidefinite, the test displacements give

2K₁(1 − cos x) ≥ 0 and 2K₂(1 − cos x) ≥ 0,

hence K₁ ≥ 0 and K₂ ≥ 0. Conversely, nonnegative constants make E a sum of nonnegative terms. In the proof, `key` turns positivity of the matrix into E(u) ≥ 0 for all u, `h1` and `h2` are the two tests, and `positivity` handles the converse.

```lean
/-- At a single phase with `cos x ≠ 1`, the stiffness matrix is positive semidefinite
exactly when both spring constants are nonnegative. -/
theorem posSemidef_at_phase_iff (K₁ K₂ : ℝ) {x : ℝ} (hx : Real.cos x ≠ 1) :
    (stiffness K₁ K₂ x).PosSemidef ↔ 0 ≤ K₁ ∧ 0 ≤ K₂ := by
  have hpos : 0 < 2 * (1 - Real.cos x) := by
    have := lt_of_le_of_ne (Real.cos_le_one x) hx
    linarith
  constructor
  · intro h
    have key : ∀ u, 0 ≤ strainEnergy K₁ K₂ x u := fun u => by
      have hu := h.dotProduct_mulVec_nonneg u
      rw [quadraticForm_eq_strainEnergy] at hu
      exact Complex.zero_le_real.mp hu
    have h1 := key ![Complex.exp (-(x * Complex.I)), 1]
    have h2 := key ![1, 1]
    rw [(strainEnergy_test K₁ K₂ x).1] at h1
    rw [(strainEnergy_test K₁ K₂ x).2] at h2
    constructor
    · by_contra hn
      linarith [mul_neg_of_neg_of_pos (not_le.mp hn) hpos]
    · by_contra hn
      linarith [mul_neg_of_neg_of_pos (not_le.mp hn) hpos]
  · rintro ⟨h1, h2⟩
    refine Matrix.posSemidef_iff_dotProduct_mulVec.mpr ⟨stiffness_isHermitian K₁ K₂ x, ?_⟩
    intro u
    rw [quadraticForm_eq_strainEnergy]
    refine Complex.zero_le_real.mpr ?_
    unfold strainEnergy
    positivity
```

At cos x = 1 the phase factor is 1, both springs have the same squared stretch (one lengthens by as much as the other shortens), and

E(u) = (K₁ + K₂)|u₀ − u₁|².

Only the sum is tested. Moving sublattice A alone, u = (1, 0), gives E = K₁ + K₂, so the condition K₁ + K₂ ≥ 0 is necessary as well as sufficient. The proof obtains e^(−ix) = 1 from the vanishing of |1 − e^(−ix)|².

```lean
/-- At a phase with `cos x = 1`, positive semidefiniteness only requires the sum of the
spring constants to be nonnegative. -/
theorem posSemidef_zone_center_iff (K₁ K₂ : ℝ) {x : ℝ} (hx : Real.cos x = 1) :
    (stiffness K₁ K₂ x).PosSemidef ↔ 0 ≤ K₁ + K₂ := by
  constructor
  · intro h
    -- displace sublattice A alone
    have hu := h.dotProduct_mulVec_nonneg ![1, 0]
    rw [quadraticForm_eq_strainEnergy] at hu
    have hr := Complex.zero_le_real.mp hu
    simpa [strainEnergy] using hr
  · intro h
    have hn := sq_norm_one_sub_phase x
    rw [hx, sub_self, mul_zero] at hn
    have he : Complex.exp (-(x * Complex.I)) = 1 :=
      (sub_eq_zero.mp (norm_eq_zero.mp (pow_eq_zero_iff two_ne_zero |>.mp hn))).symm
    refine Matrix.posSemidef_iff_dotProduct_mulVec.mpr ⟨stiffness_isHermitian K₁ K₂ x, ?_⟩
    intro u
    rw [quadraticForm_eq_strainEnergy]
    refine Complex.zero_le_real.mpr ?_
    rw [strainEnergy, he, one_mul, ← add_mul]
    exact mul_nonneg h (sq_nonneg _)
```

For all phases together, necessity follows from the zone boundary x = π, where cos x = −1. For sufficiency, the single-phase criterion covers cos x ≠ 1, and K₁ + K₂ ≥ 0 covers the rest:

D(x) positive semidefinite for all real x ⇔ K₁ ≥ 0 and K₂ ≥ 0.

For a harmonic chain with only these two nearest-neighbour springs, evaluating the stiffness matrix at one phase away from the zone centre is thus enough to tell whether any phase has a negative mode. Positive masses do not alter the verdict, because mass-weighting rescales the components of u without changing the sign of the form.

```lean
/-- The stiffness matrix of the alternating chain is positive semidefinite at every real
phase if and only if both spring constants are nonnegative. -/
theorem posSemidef_forall_iff (K₁ K₂ : ℝ) :
    (∀ x : ℝ, (stiffness K₁ K₂ x).PosSemidef) ↔ 0 ≤ K₁ ∧ 0 ≤ K₂ := by
  constructor
  · intro h
    -- the zone boundary alone decides
    have hpi : Real.cos Real.pi ≠ 1 := by
      rw [Real.cos_pi]
      norm_num
    exact (posSemidef_at_phase_iff K₁ K₂ hpi).mp (h Real.pi)
  · intro h x
    by_cases hx : Real.cos x = 1
    · exact (posSemidef_zone_center_iff K₁ K₂ hx).mpr (add_nonneg h.1 h.2)
    · exact (posSemidef_at_phase_iff K₁ K₂ hx).mpr h
```

## When every nonzero displacement costs energy

Positive definiteness asks for E(u) > 0 whenever u ≠ 0. The two test displacements then force K₁(1 − cos x) > 0 and K₂(1 − cos x) > 0, which gives K₁ > 0, K₂ > 0 and cos x ≠ 1.

Conversely, assume these three conditions and u ≠ 0. If u₀ ≠ u₁, the K₁ spring is stretched and E > 0. If u₀ = u₁, the K₂ stretch is

u₀ − e^(−ix)u₁ = (1 − e^(−ix))u₁.

The first factor is nonzero because cos x ≠ 1, and u₁ = 0 would make u = 0. The K₂ spring is then stretched and again E > 0. The `by_cases h01` in the proof is this division into cases.

The excluded phases are those at which the whole chain can be translated rigidly, u = (1, 1), at no cost. This is the acoustic mode at the zone centre, and it is present for all values of the constants.

```lean
/-- The stiffness matrix is positive definite exactly when both spring constants are
positive and `cos x ≠ 1`. -/
theorem posDef_iff (K₁ K₂ x : ℝ) :
    (stiffness K₁ K₂ x).PosDef ↔ 0 < K₁ ∧ 0 < K₂ ∧ Real.cos x ≠ 1 := by
  constructor
  · intro h
    have key : ∀ c : ℂ, 0 < strainEnergy K₁ K₂ x ![c, 1] := fun c => by
      have hc : (![c, 1] : Fin 2 → ℂ) ≠ 0 := fun h0 => by
        simpa using congrFun h0 1
      have hu := h.dotProduct_mulVec_pos hc
      rw [quadraticForm_eq_strainEnergy] at hu
      exact Complex.zero_lt_real.mp hu
    have h1 := key (Complex.exp (-(x * Complex.I)))
    have h2 := key 1
    rw [(strainEnergy_test K₁ K₂ x).1] at h1
    rw [(strainEnergy_test K₁ K₂ x).2] at h2
    have hx : Real.cos x ≠ 1 := fun hc => by
      rw [hc, sub_self, mul_zero, mul_zero] at h1
      exact lt_irrefl _ h1
    have hpos : 0 < 2 * (1 - Real.cos x) := by
      have := lt_of_le_of_ne (Real.cos_le_one x) hx
      linarith
    exact ⟨(mul_pos_iff_of_pos_right hpos).mp h1, (mul_pos_iff_of_pos_right hpos).mp h2, hx⟩
  · rintro ⟨h1, h2, hx⟩
    refine Matrix.posDef_iff_dotProduct_mulVec.mpr ⟨stiffness_isHermitian K₁ K₂ x, ?_⟩
    intro u hu
    rw [quadraticForm_eq_strainEnergy]
    refine Complex.zero_lt_real.mpr ?_
    unfold strainEnergy
    by_cases h01 : u 0 = u 1
    · -- the `K₁` spring is relaxed, so the `K₂` spring must be stretched
      have hs : 0 < ‖u 0 - Complex.exp (-(x * Complex.I)) * u 1‖ := by
        refine norm_pos_iff.mpr fun h0 => ?_
        rw [h01] at h0
        have hz : (1 - Complex.exp (-(x * Complex.I))) * u 1 = 0 := by
          linear_combination h0
        rcases mul_eq_zero.mp hz with he | h3
        · have hn := sq_norm_one_sub_phase x
          rw [he, norm_zero] at hn
          exact hx (by linarith)
        · apply hu
          ext i
          fin_cases i
          · exact h01.trans h3
          · exact h3
      exact add_pos_of_nonneg_of_pos (by positivity) (mul_pos h2 (pow_pos hs 2))
    · have hs : 0 < ‖u 0 - u 1‖ := norm_pos_iff.mpr (sub_ne_zero.mpr h01)
      exact add_pos_of_pos_of_nonneg (mul_pos h1 (pow_pos hs 2)) (by positivity)

end

end AlternatingSpringChain
```

## Chains with more springs per cell

The same argument, here given only in prose, treats a chain with p ≥ 1 atoms per cell and nearest-neighbour springs K₁, …, Kₚ, where Kⱼ joins atoms j and j + 1 and Kₚ joins atom p to atom 1 of the next cell. To isolate Kⱼ, give atoms 1 to j the amplitude 1 and the remaining atoms of the cell the amplitude e^(ix). Only the Kⱼ springs are stretched, and the form equals 2Kⱼ(1 − cos x). At any phase with cos x ≠ 1, the stiffness matrix is therefore positive semidefinite exactly when all p constants are nonnegative.

```lean
#print axioms AlternatingSpringChain.force_blochWave
-- 'AlternatingSpringChain.force_blochWave' depends on axioms: [propext, Classical.choice, Quot.sound]
#print axioms AlternatingSpringChain.posSemidef_at_phase_iff
-- 'AlternatingSpringChain.posSemidef_at_phase_iff' depends on axioms: [propext, Classical.choice, Quot.sound]
#print axioms AlternatingSpringChain.posSemidef_forall_iff
-- 'AlternatingSpringChain.posSemidef_forall_iff' depends on axioms: [propext, Classical.choice, Quot.sound]
#print axioms AlternatingSpringChain.posDef_iff
-- 'AlternatingSpringChain.posDef_iff' depends on axioms: [propext, Classical.choice, Quot.sound]
```
